# The Landau–Zener model: conserved population, Weber equations and the imaginary-time gap integral

For the two-level system $i\dot c_0=\tfrac{vt}{2}c_0+a\,c_1$, $i\dot c_1=a\,c_0-\tfrac{vt}{2}c_1$, with $\hbar=1$, complex amplitudes $c_0(t),c_1(t)$, real coupling $a$ and real sweep rate $v$, the total population $|c_0|^2+|c_1|^2$ is constant and $c_0$ obeys the Weber equation $\ddot c_0+(a^2+v^2t^2/4+iv/2)\,c_0=0$. For $a,v>0$, twice the integral of the level splitting $\sqrt{4a^2-v^2s^2}$ along imaginary time $t=is$, from $s=0$ to the point $s=2a/v$ where it closes, equals $2\pi a^2/v$.

## Physical setting

Two diabatic states have energies $\pm vt/2$, which cross at $t=0$, and a constant coupling $a$. With $\epsilon(t)=vt/2$ and $c=(c_0,c_1)$,
$$H(t)=\begin{pmatrix}\epsilon&a\\ a&-\epsilon\end{pmatrix},\qquad \dot c=-iH(t)\,c .$$
At real times the adiabatic energies are $\pm\sqrt{a^2+v^2t^2/4}$, so the splitting $\sqrt{4a^2+v^2t^2}$ has its minimum $2|a|$ at the crossing. The model describes passage through an avoided crossing, for instance of two electronic states along a classical nuclear path, under the restriction to two levels, an exactly linear sweep and a constant coupling.

For $v>0$ the Landau–Zener formula gives $e^{-2\pi a^2/v}$ as the probability of staying in the same diabatic state from $t\to-\infty$ to $t\to+\infty$. That probability requires the asymptotics of solutions and is not among the theorems below. They establish the exact reduction of the dynamics and, separately, the value of the integral that stands in the exponent.

## Statement

1. **Components** (`solves_iff`). The matrix equation is equivalent to $\dot c_0=-i(\epsilon c_0+ac_1)$ and $\dot c_1=-i(ac_0-\epsilon c_1)$.
2. **Conservation** (`overlap_const`, `norm_const`). For two solutions $c,d$ the overlap $\bar c_0d_0+\bar c_1d_1$ has the same value at any two times, and so has $|c_0|^2+|c_1|^2$.
3. **Weber equations** (`weber_of_solves`). Every solution has $\ddot c_0=-(a^2+v^2t^2/4+iv/2)\,c_0$ and $\ddot c_1=-(a^2+v^2t^2/4-iv/2)\,c_1$.
4. **Converse** (`solves_of_weber`). If $a\neq0$ and a function $u(t)$ solves the first Weber equation, then $c_0=u$, $c_1=(i\dot u-\epsilon u)/a$ solves the system.
5. **Explicit solutions** (`solves_witness`). For $a=0$ the pair $(e^{-ivt^2/4},e^{ivt^2/4})$ is a solution, and for $v=0$ the pair $(e^{-iat},e^{-iat})$ is one.
6. **Gap** (`secular_det_imaginary_time`). With $g(s)=\sqrt{4a^2-v^2s^2}$ and real $s$ satisfying $v^2s^2\le4a^2$, one has $\det(E-H(is))=(E-g/2)(E+g/2)$ for every complex $E$.
7. **Exponent** (`gap_integral_eq_exponent`). For $a,v>0$, $g(2a/v)=0$ and $2\int_0^{2a/v}g(s)\,ds=2\pi a^2/v$.

Items 1 to 3 hold for all real $a$ and $v$, zero and negative values included.

## Derivation

**Overlap.** Since $a$ and $\epsilon$ are real, conjugating the component equations only changes $-i$ to $i$ and conjugates the amplitudes. Then
$$\frac{d}{dt}(\bar c_0d_0)=i(\epsilon\bar c_0+a\bar c_1)d_0-i\bar c_0(\epsilon d_0+ad_1)=ia(\bar c_1d_0-\bar c_0d_1),$$
$$\frac{d}{dt}(\bar c_1d_1)=i(a\bar c_0-\epsilon\bar c_1)d_1-i\bar c_1(ad_0-\epsilon d_1)=ia(\bar c_0d_1-\bar c_1d_0).$$
The sum vanishes at every time, so the overlap is constant. The choice $d=c$ gives the population.

**Weber equations.** Differentiate $\dot c_0$ with $\dot\epsilon=v/2$ and insert the first-order equations:
$$\ddot c_0=-i\left(\tfrac v2c_0+\epsilon\dot c_0+a\dot c_1\right)=-\tfrac{iv}{2}c_0-\left[\epsilon(\epsilon c_0+ac_1)+a(ac_0-\epsilon c_1)\right].$$
The terms $\pm a\epsilon c_1$ cancel and leave $-(a^2+\epsilon^2+iv/2)\,c_0$, with $\epsilon^2=v^2t^2/4$. In the same way
$$\ddot c_1=-i\left(a\dot c_0-\tfrac v2c_1-\epsilon\dot c_1\right)=\tfrac{iv}{2}c_1-\left[a(\epsilon c_0+ac_1)-\epsilon(ac_0-\epsilon c_1)\right]=-(a^2+\epsilon^2-iv/2)\,c_1 .$$
For $v>0$ the variable $z=e^{i\pi/4}\sqrt v\,t$ turns the first equation into the customary form $u_{zz}+(\nu+\tfrac12-z^2/4)u=0$ with $\nu=-ia^2/v$, which is solved by parabolic cylinder functions.

**Converse.** The definition of $c_1$ reads $i\dot u=\epsilon u+ac_1$, which is the first component equation. Differentiating the definition and using the Weber equation for $\ddot u$,
$$ia\dot c_1=-\ddot u-\tfrac{iv}{2}u-\epsilon\,i\dot u=(a^2+\epsilon^2)u-\epsilon(\epsilon u+ac_1)=a\,(au-\epsilon c_1).$$
Division by $a$ gives the second equation.

**Limits.** For $a=0$ the equations decouple into $\dot c_0=-i\epsilon c_0$ and $\dot c_1=i\epsilon c_1$, and $\frac{d}{dt}e^{\mp ivt^2/4}=\mp\tfrac{ivt}{2}e^{\mp ivt^2/4}$. For $v=0$ the vector $(1,1)$ is an eigenvector of $H$ with energy $a$, which gives the phase $e^{-iat}$. Both pairs in item 5 have total population $2$. The normalised states carry a factor $1/\sqrt2$ and have population $1/2$ in each diabatic state.

**Gap at imaginary time.** At $t=is$ the diagonal entries are $\pm ivs/2$, so
$$\det(E-H(is))=\left(E-\tfrac{ivs}{2}\right)\left(E+\tfrac{ivs}{2}\right)-a^2=E^2-\tfrac14(4a^2-v^2s^2).$$
For $v^2s^2\le4a^2$ the bracket equals $g^2$, the roots are $E=\pm g/2$, and their difference is $g$.

**Integral.** At $s=2a/v$ the radicand is $4a^2-4a^2=0$. With $x=vs/(2a)$ one has $g=2a\sqrt{1-x^2}$ and $ds=(2a/v)\,dx$, and $\int_0^1\sqrt{1-x^2}\,dx=\pi/4$ is the area of a quarter of the unit disc. Hence
$$2\int_0^{2a/v}g\,ds=2\cdot2a\cdot\frac{2a}{v}\cdot\frac\pi4=\frac{2\pi a^2}{v}.$$

**A numerical case.** Take $a=1$, $v=2$. The gap closes at $s=1$ and $g=2\sqrt{1-s^2}$. At $s=0.6$ the diagonal of $H$ is $\pm0.6\,i$, the determinant is $E^2+0.36-1=(E-0.8)(E+0.8)$, and $g=1.6$. The integral is $2\cdot\pi/4=\pi/2$, and twice that is $\pi=2\pi\cdot1^2/2$.

**In a calculation.** A program that integrates the two amplitudes numerically can monitor $|c_0|^2+|c_1|^2$. Any drift is numerical error, because the exact value is constant. The absence of drift does not prove the amplitudes accurate, since a unitary integrator conserves the population, up to rounding, at any step size. A program that works with the scalar equation for $u$ recovers $c_1$ at any time from $u$ and $\dot u$ by the formula of item 4. If the minimum splitting $\Delta=2a$ is the quantity read off a computed pair of adiabatic curves, the exponent is $\pi\Delta^2/(2v)$.

## What the formal version assumes

`hamiltonian a v t` is the matrix $H$ with real `a`, `v` and complex `t`, so one definition serves real time in `Solves` and imaginary time `I * s` in the determinant. A state is a function `c : ℝ → Fin 2 → ℂ`, and `c t 0`, `c t 1` are $c_0(t)$, $c_1(t)$. `Solves a v c` demands that `c` be differentiable at every real time with derivative $-iH(t)c(t)$. It imposes neither an initial condition nor a normalisation, so `norm_const` says that the population is constant, and that constant is $1$ only if it is $1$ at some time. The sweep rate $v$ is the slope of the difference of the two diabatic energies. With diagonal entries written as $\pm\alpha t$ one has $v=2\alpha$ and the exponent reads $\pi a^2/\alpha$.

In `weber_of_solves` the second derivative is the derivative of `deriv fun s => c s 0`. In `solves_of_weber`, `u'` is a second function, tied to `u` by hypothesis `hu`, and `hw` is the Weber equation written as the derivative of `u'`. Items 2 to 4 are conditional on a given solution: for $a$ and $v$ both nonzero no nonzero solution is constructed, and explicit ones appear only in the two limits. No theorem connects the gap integral to the amplitudes. Time is never continued into the complex plane in `Solves`, and item 6 is a statement about a matrix. The change of variable to $z$, the numerical case, the remarks on programs and the counter-examples below are worked on paper and lie beyond the theorems.

The cases below show the roles of $a\neq0$ in item 4, of $v^2s^2\le4a^2$ in item 6, of the sign of $a$ in item 7 and of a real coupling. The hypothesis $v>0$ in item 7 is stronger than the identity requires: for $a>0$ and $v<0$ the upper limit and the oriented integral change sign together with $2\pi a^2/v$, so both parts of item 7 still hold on paper, whereas for $v=0$ and $a\neq0$ the gap equals $2|a|$ for all $s$ and never closes.

- Without $a\neq0$ the converse fails. For $a=v=0$ the Weber equation is $\ddot u=0$ and admits $u=t$, while the system requires $\dot c_0=0$ whatever $c_1$ is.
- Without $v^2s^2\le4a^2$ the factorisation fails. For $a=1$, $v=2$, $s=2$ the determinant is $E^2+3$, whereas `Real.sqrt` of the negative radicand $-12$ is $0$, so the right side would be $E^2$.
- For $a=-1$, $v=1$ the upper limit is $-2$, the oriented integral is $-\pi$, and twice that is $-2\pi$ against the claimed $2\pi$.
- Reality of the coupling is fixed by the type of `a`. With $i$ in both off-diagonal places and $v=0$, the pair $e^{t}(1,1)$ is a solution and its population grows.

A complex coupling could have been modelled by a Hermitian matrix with entries $a$ and $\bar a$; then $|a|^2$ would replace $a^2$ in the Weber equations and in the gap. The state could also have been placed in `EuclideanSpace ℂ (Fin 2)`, where conservation would read as constancy of the norm of the vector. On `Fin 2 → ℂ` the built-in norm is the larger of $|c_0|$ and $|c_1|$, and accordingly `norm_const` writes out the sum `‖c t 0‖ ^ 2 + ‖c t 1‖ ^ 2`.

## The Lean file

```lean
import Mathlib

open Complex Matrix ComplexConjugate

namespace LandauZener

noncomputable section

/-- The Landau-Zener Hamiltonian with coupling `a` and sweep rate `v`, at complex time `t`. -/
def hamiltonian (a v : ℝ) (t : ℂ) : Matrix (Fin 2) (Fin 2) ℂ :=
  !![v * t / 2, a; a, -(v * t / 2)]

/-- The amplitudes `c` obey the Schrödinger equation `c' = -i H(t) c` (ħ = 1) at all real
times. -/
def Solves (a v : ℝ) (c : ℝ → Fin 2 → ℂ) : Prop :=
  ∀ t : ℝ, HasDerivAt c ((-I) • (hamiltonian a v t *ᵥ c t)) t

/-- The gap function `√(4a² - v²s²)` along imaginary time `t = i s`. -/
def imagGap (a v s : ℝ) : ℝ := Real.sqrt (4 * a ^ 2 - v ^ 2 * s ^ 2)

/-- Real time, viewed as a complex number, has time derivative one. -/
theorem hasDerivAt_time (t : ℝ) : HasDerivAt (fun s : ℝ => (s : ℂ)) 1 t :=
  HasDerivAt.congr_deriv (hasDerivAt_id' t).ofReal_comp Complex.ofReal_one

/-- The Schrödinger equation in components: `c₀' = -i (vt/2 c₀ + a c₁)` and
`c₁' = -i (a c₀ - vt/2 c₁)`. -/
theorem solves_iff (a v : ℝ) (c : ℝ → Fin 2 → ℂ) :
    Solves a v c ↔ ∀ t : ℝ,
      HasDerivAt (fun s => c s 0) (-I * (v * t / 2 * c t 0 + a * c t 1)) t ∧
      HasDerivAt (fun s => c s 1) (-I * (a * c t 0 - v * t / 2 * c t 1)) t := by
  unfold Solves
  refine forall_congr' fun t => ?_
  have hm : hamiltonian a v t *ᵥ c t =
      ![v * t / 2 * c t 0 + a * c t 1, a * c t 0 - v * t / 2 * c t 1] := by
    ext i
    fin_cases i <;> simp [hamiltonian, Matrix.mulVec, dotProduct, Fin.sum_univ_two]
    ring
  rw [hm, hasDerivAt_pi, Fin.forall_fin_two]
  exact Iff.rfl

/-- The overlap `conj c₀ d₀ + conj c₁ d₁` of two solutions is the same at all times. -/
theorem overlap_const {a v : ℝ} {c d : ℝ → Fin 2 → ℂ} (hc : Solves a v c)
    (hd : Solves a v d) (t t' : ℝ) :
    conj (c t 0) * d t 0 + conj (c t 1) * d t 1 =
      conj (c t' 0) * d t' 0 + conj (c t' 1) * d t' 1 := by
  -- the Hamiltonian is real symmetric, so the terms of the derivative cancel in pairs
  have h : ∀ t, HasDerivAt
      (fun s => star (c s 0) * d s 0 + star (c s 1) * d s 1) 0 t := by
    intro t
    obtain ⟨c0, c1⟩ := (solves_iff a v c).1 hc t
    obtain ⟨d0, d1⟩ := (solves_iff a v d).1 hd t
    refine ((c0.star.fun_mul d0).fun_add (c1.star.fun_mul d1)).congr_deriv ?_
    simp only [Complex.star_def, map_mul, map_add, map_sub, map_neg, map_div₀,
      Complex.conj_I, Complex.conj_ofReal, map_ofNat]
    ring
  exact is_const_of_deriv_eq_zero (fun s => (h s).differentiableAt)
    (fun s => (h s).deriv) t t'

/-- The total population `|c₀|² + |c₁|²` of a solution is the same at all times. -/
theorem norm_const {a v : ℝ} {c : ℝ → Fin 2 → ℂ} (hc : Solves a v c) (t t' : ℝ) :
    ‖c t 0‖ ^ 2 + ‖c t 1‖ ^ 2 = ‖c t' 0‖ ^ 2 + ‖c t' 1‖ ^ 2 := by
  have h := overlap_const hc hc t t'
  simp only [← Complex.normSq_eq_conj_mul_self, Complex.normSq_eq_norm_sq] at h
  exact_mod_cast h

/-- Each amplitude of a solution obeys a Weber equation:
`c₀'' = -(a² + v²t²/4 + iv/2) c₀` and `c₁'' = -(a² + v²t²/4 - iv/2) c₁`. -/
theorem weber_of_solves {a v : ℝ} {c : ℝ → Fin 2 → ℂ} (hc : Solves a v c) (t : ℝ) :
    HasDerivAt (deriv fun s => c s 0)
      (-(a ^ 2 + v ^ 2 * t ^ 2 / 4 + I * v / 2) * c t 0) t ∧
    HasDerivAt (deriv fun s => c s 1)
      (-(a ^ 2 + v ^ 2 * t ^ 2 / 4 - I * v / 2) * c t 1) t := by
  have h := (solves_iff a v c).1 hc
  have e0 : (deriv fun s => c s 0) =
      fun s : ℝ => -I * (v * s / 2 * c s 0 + a * c s 1) := funext fun s => (h s).1.deriv
  have e1 : (deriv fun s => c s 1) =
      fun s : ℝ => -I * (a * c s 0 - v * s / 2 * c s 1) := funext fun s => (h s).2.deriv
  have hx := ((hasDerivAt_time t).const_mul (v : ℂ)).div_const 2
  obtain ⟨h0, h1⟩ := h t
  rw [e0, e1]
  -- differentiate once more; the other amplitude drops out
  constructor
  · refine (((hx.fun_mul h0).fun_add (h1.const_mul (a : ℂ))).const_mul (-I)).congr_deriv ?_
    linear_combination ((a : ℂ) ^ 2 + v ^ 2 * t ^ 2 / 4) * c t 0 * I_sq
  · refine (((h0.const_mul (a : ℂ)).fun_sub (hx.fun_mul h1)).const_mul (-I)).congr_deriv ?_
    linear_combination ((a : ℂ) ^ 2 + v ^ 2 * t ^ 2 / 4) * c t 1 * I_sq

/-- Conversely, for nonzero coupling a solution `u` of `u'' = -(a² + v²t²/4 + iv/2) u`,
paired with `(i u' - vt/2 u) / a`, solves the two-level Schrödinger equation. -/
theorem solves_of_weber {a v : ℝ} (ha : a ≠ 0) {u u' : ℝ → ℂ}
    (hu : ∀ t, HasDerivAt u (u' t) t)
    (hw : ∀ t : ℝ, HasDerivAt u' (-(a ^ 2 + v ^ 2 * t ^ 2 / 4 + I * v / 2) * u t) t) :
    Solves a v fun t => ![u t, (I * u' t - v * t / 2 * u t) / a] := by
  have ha' : (a : ℂ) ≠ 0 := by exact_mod_cast ha
  rw [solves_iff]
  intro t
  have e : (a : ℂ) * ((I * u' t - v * t / 2 * u t) / a) = I * u' t - v * t / 2 * u t := by
    field_simp
  have hx := ((hasDerivAt_time t).const_mul (v : ℂ)).div_const 2
  constructor
  · show HasDerivAt u
      (-I * (v * t / 2 * u t + a * ((I * u' t - v * t / 2 * u t) / a))) t
    refine (hu t).congr_deriv ?_
    rw [e]
    linear_combination u' t * I_sq
  · show HasDerivAt (fun s : ℝ => (I * u' s - v * s / 2 * u s) / a)
      (-I * (a * u t - v * t / 2 * ((I * u' t - v * t / 2 * u t) / a))) t
    refine ((((hw t).const_mul I).fun_sub (hx.fun_mul (hu t))).div_const
      (a : ℂ)).congr_deriv ?_
    rw [div_eq_iff ha']
    linear_combination (-I * (v * t / 2)) * e - (v / 2 * u t + v * t / 2 * u' t) * I_sq

/-- Explicit solutions: the pure phases `exp (∓ i v t²/4)` at zero coupling, and
`exp (-i a t) (1, 1)` at zero sweep rate. -/
theorem solves_witness (a v : ℝ) :
    Solves 0 v (fun t => ![exp (-I * v / 4 * t ^ 2), exp (I * v / 4 * t ^ 2)]) ∧
    Solves a 0 (fun t => ![exp (-I * a * t), exp (-I * a * t)]) := by
  constructor
  · rw [solves_iff]
    intro t
    have hsq : HasDerivAt (fun s : ℝ => (s : ℂ) ^ 2) (2 * t) t := by
      have h := (hasDerivAt_time t).fun_mul (hasDerivAt_time t)
      simp only [← sq] at h
      exact h.congr_deriv (by ring)
    constructor
    · show HasDerivAt (fun s : ℝ => exp (-I * v / 4 * s ^ 2))
        (-I * (v * t / 2 * exp (-I * v / 4 * t ^ 2) + (0 : ℝ) * exp (I * v / 4 * t ^ 2))) t
      exact (hsq.const_mul (-I * v / 4)).cexp.congr_deriv (by push_cast; ring)
    · show HasDerivAt (fun s : ℝ => exp (I * v / 4 * s ^ 2))
        (-I * ((0 : ℝ) * exp (-I * v / 4 * t ^ 2) - v * t / 2 * exp (I * v / 4 * t ^ 2))) t
      exact (hsq.const_mul (I * v / 4)).cexp.congr_deriv (by push_cast; ring)
  · rw [solves_iff]
    intro t
    have h := ((hasDerivAt_time t).const_mul (-I * a)).cexp
    constructor
    · show HasDerivAt (fun s : ℝ => exp (-I * a * s))
        (-I * ((0 : ℝ) * t / 2 * exp (-I * a * t) + a * exp (-I * a * t))) t
      exact h.congr_deriv (by push_cast; ring)
    · show HasDerivAt (fun s : ℝ => exp (-I * a * s))
        (-I * (a * exp (-I * a * t) - (0 : ℝ) * t / 2 * exp (-I * a * t))) t
      exact h.congr_deriv (by push_cast; ring)

/-- At imaginary time `i s` with `v²s² ≤ 4a²`, the secular determinant factorises as
`det (E - H) = (E - g/2)(E + g/2)` with `g` the gap function. -/
theorem secular_det_imaginary_time {a v s : ℝ} (hs : v ^ 2 * s ^ 2 ≤ 4 * a ^ 2) (E : ℂ) :
    (E • (1 : Matrix (Fin 2) (Fin 2) ℂ) - hamiltonian a v (I * s)).det =
      (E - imagGap a v s / 2) * (E + imagGap a v s / 2) := by
  have hr : imagGap a v s ^ 2 = 4 * a ^ 2 - v ^ 2 * s ^ 2 := Real.sq_sqrt (by linarith)
  have h : (imagGap a v s : ℂ) ^ 2 = 4 * a ^ 2 - v ^ 2 * s ^ 2 := by exact_mod_cast hr
  have hM : E • (1 : Matrix (Fin 2) (Fin 2) ℂ) - hamiltonian a v (I * s) =
      !![E - v * (I * s) / 2, -a; -a, E + v * (I * s) / 2] := by
    ext i j
    fin_cases i <;> fin_cases j <;> simp [hamiltonian]
  rw [hM, Matrix.det_fin_two_of]
  linear_combination (1 / 4) * h - (v : ℂ) ^ 2 * s ^ 2 / 4 * I_sq

/-- For `a, v > 0` the gap function vanishes at `s = 2a/v`, and twice its integral over
`[0, 2a/v]` equals `2π a²/v`. -/
theorem gap_integral_eq_exponent {a v : ℝ} (ha : 0 < a) (hv : 0 < v) :
    imagGap a v (2 * a / v) = 0 ∧
    2 * ∫ s in (0 : ℝ)..(2 * a / v), imagGap a v s = 2 * Real.pi * a ^ 2 / v := by
  constructor
  · have h1 : v * (2 * a / v) = 2 * a := by field_simp
    have h0 : 4 * a ^ 2 - v ^ 2 * (2 * a / v) ^ 2 = 0 := by
      linear_combination (-(v * (2 * a / v) + 2 * a)) * h1
    rw [imagGap, h0, Real.sqrt_zero]
  -- area of the quarter disc
  have quarter : ∫ x in (0 : ℝ)..1, Real.sqrt (1 - x ^ 2) = Real.pi / 4 := by
    have hf : Continuous fun x : ℝ => Real.sqrt (1 - x ^ 2) := by fun_prop
    have h1 : (∫ x in (-1 : ℝ)..0, Real.sqrt (1 - x ^ 2)) +
        (∫ x in (0 : ℝ)..1, Real.sqrt (1 - x ^ 2)) =
        ∫ x in (-1 : ℝ)..1, Real.sqrt (1 - x ^ 2) :=
      intervalIntegral.integral_add_adjacent_intervals
        (hf.intervalIntegrable _ _) (hf.intervalIntegrable _ _)
    have h2 := intervalIntegral.integral_comp_neg (a := 0) (b := 1)
      (f := fun x : ℝ => Real.sqrt (1 - x ^ 2))
    simp only [neg_sq, neg_zero] at h2
    rw [integral_sqrt_one_sub_sq] at h1
    linarith
  -- rescale imaginary time by c = v / (2a)
  obtain ⟨c, hc⟩ : ∃ c, 2 * a * c = v := ⟨v / (2 * a), by field_simp⟩
  have hc0 : c ≠ 0 := by
    intro h
    rw [h] at hc
    linarith
  have hT : c * (2 * a / v) = 1 := by
    rw [← mul_div_assoc, div_eq_one_iff_eq hv.ne']
    linear_combination hc
  have hg : ∀ s, imagGap a v s = 2 * a * Real.sqrt (1 - (c * s) ^ 2) := by
    intro s
    have e : 4 * a ^ 2 - v ^ 2 * s ^ 2 = (2 * a) ^ 2 * (1 - (c * s) ^ 2) := by
      linear_combination s ^ 2 * (2 * a * c + v) * hc
    rw [imagGap, e, Real.sqrt_mul (sq_nonneg _), Real.sqrt_sq (by positivity)]
  have key := intervalIntegral.integral_comp_mul_left (a := 0) (b := 2 * a / v)
    (f := fun x : ℝ => Real.sqrt (1 - x ^ 2)) hc0
  simp only [mul_zero, hT, quarter, smul_eq_mul] at key
  simp only [hg]
  rw [intervalIntegral.integral_const_mul, key, eq_div_iff hv.ne', ← hc]
  linear_combination (2 * Real.pi * a ^ 2) * mul_inv_cancel₀ hc0

end

end LandauZener
```

```lean
#print axioms LandauZener.norm_const
#print axioms LandauZener.solves_of_weber
#print axioms LandauZener.secular_det_imaginary_time
#print axioms LandauZener.gap_integral_eq_exponent
```

```
'LandauZener.norm_const' depends on axioms: [propext, Classical.choice, Quot.sound]
'LandauZener.solves_of_weber' depends on axioms: [propext, Classical.choice, Quot.sound]
'LandauZener.secular_det_imaginary_time' depends on axioms: [propext, Classical.choice, Quot.sound]
'LandauZener.gap_integral_eq_exponent' depends on axioms: [propext, Classical.choice, Quot.sound]
```

## Notes on the proof

Most steps have one shape. A derivative is assembled from the product, sum and constant rules (`fun_mul`, `fun_add`, `fun_sub`, `const_mul`, `div_const`), and `congr_deriv` then reduces the goal to an algebraic identity between the assembled value and the claimed one. The helper `hasDerivAt_time` supplies $dt/dt=1$ for real time viewed as a complex number, and `hx` builds $\dot\epsilon=v/2$ from it.

`solves_iff` computes the product $Hc$ entry by entry in `hm` and splits the vector derivative into its two components with `hasDerivAt_pi`. All the theorems on dynamics work from this form.

In `overlap_const`, `c0.star` and `c1.star` differentiate the conjugated amplitudes. The `simp only` call moves the conjugation inward, using `Complex.conj_I` for the change of sign of $i$ and `Complex.conj_ofReal` for the reality of $a$, $v$, $t$, and `ring` performs the cancellation displayed above. `is_const_of_deriv_eq_zero` passes from zero derivative on the whole real line to equal values at `t` and `t'`. `norm_const` sets $d=c$, rewrites $\bar zz$ as $|z|^2$, and returns from a complex to a real equation.

`weber_of_solves` first identifies the derivative as a function of time (`e0`, `e1`), which is possible because the first-order equations hold at all times, and then differentiates it. After the cross terms cancel, the assembled value contains $i^2(a^2+v^2t^2/4)\,c_0$, so `linear_combination` needs only `I_sq`, the equation $i^2=-1$, times $(a^2+v^2t^2/4)\,c_0$, and likewise for $c_1$.

In `solves_of_weber`, `e` is the relation $ac_1=i\dot u-\epsilon u$, the place where $a\neq0$ enters together with `div_eq_iff ha'`. The first goal is $\dot u=-i\,(i\dot u)$. The second is the displayed computation of $a\dot c_1$, closed by combining `e` with $i^2=-1$. `solves_witness` applies the chain rule `cexp` to the exponents, with `hsq` giving the derivative $2t$ of $t^2$.

`secular_det_imaginary_time` uses `hs` only in `hr`, where `Real.sq_sqrt` gives $g^2=4a^2-v^2s^2$. It writes out $E-H(is)$ in `hM`, expands the determinant, and combines one quarter of the equation for $g^2$ with $i^2=-1$.

`gap_integral_eq_exponent` obtains the zero of the gap from `h1`, the identity $v\cdot(2a/v)=2a$. For `quarter` it takes the value $\pi/2$ over $[-1,1]$ from `integral_sqrt_one_sub_sq`, splits the interval at $0$ (`h1` inside that block), and shows by the reflection $x\to-x$ (`h2`) that the halves are equal. The local real number `c` is the scale $v/(2a)$ and has nothing to do with the amplitudes. `hT` says that the upper limit maps to $x=1$, `hg` is $g=2a\sqrt{1-x^2}$, where $a>0$ fixes the sign of the prefactor, and `key` is the substitution, which gives $\pi/4$ divided by the scale. The last line is the remaining arithmetic, using that the scale times its inverse is $1$.
